# Free-energy shift of two coupled classical oscillators, and a thermal van der Waals bound

Second-order perturbation theory gives a finite free-energy shift for two coupled oscillators at any coupling strength, even where the Boltzmann factor cannot be normalised and there is no equilibrium state. Nor does the second-order term alone say whether the full shift lies above or below it. For classical harmonic oscillators with bilinear coupling, both questions can be settled by Gaussian integrals.

Let $x$ and $y$ be the displacements, $a^2$ and $b^2$ the stiffnesses, and $c$ the coupling constant (not the speed of light). The potential energy is

$$V(x,y)=\tfrac12\left(a^2x^2+b^2y^2+2cxy\right).$$

With $\beta=1/(k_BT)$, the configuration integral is $Z(c)=\int_{\mathbb R^2}e^{-\beta V}\,dx\,dy$ and the free energy is $F=-\ln Z/\beta$. The momenta would multiply $Z$ by a factor independent of $c$, which cancels in every free-energy difference below.

```lean
import Mathlib

open MeasureTheory Real

namespace ThermalOscillatorPair

noncomputable section
```

In Lean, a configuration is a pair `p : ℝ × ℝ`, with `p.1` for $x$ and `p.2` for $y$.

```lean
/-- Potential energy of two oscillators with stiffnesses `a²`, `b²` and bilinear coupling `c`. -/
def pairEnergy (a b c : ℝ) (p : ℝ × ℝ) : ℝ :=
  (a ^ 2 * p.1 ^ 2 + b ^ 2 * p.2 ^ 2 + 2 * c * p.1 * p.2) / 2
```

The integral is taken with Lebesgue measure over the whole plane.

```lean
/-- Classical configuration integral of the pair at inverse temperature `β`. -/
def configIntegral (β a b c : ℝ) : ℝ :=
  ∫ p : ℝ × ℝ, Real.exp (-β * pairEnergy a b c p)
```

The free energy is a function of the value of the integral, so the same definition serves for two coordinates and for six.

```lean
/-- Free energy `-log Z / β` belonging to a configuration integral `Z > 0`, for `β ≠ 0`. -/
def freeEnergy (β Z : ℝ) : ℝ := -Real.log Z / β
```

## (a) Completing the square

For $b\neq0$, show that the Boltzmann factor splits as

$$e^{-\beta V(x,y)}=e^{-\beta(a^2-c^2/b^2)x^2/2}\;e^{-\beta b^2(y+cx/b^2)^2/2}.$$

**Solution.** Expanding the square gives
$$b^2y^2+2cxy=b^2\left(y+\frac{cx}{b^2}\right)^2-\frac{c^2x^2}{b^2}.$$
Add $a^2x^2$, multiply by $-\beta/2$ and exponentiate.

The Lean proof merges the two exponentials and compares exponents; `field_simp` clears $b^2$ and `ring` checks the polynomial identity.

```lean
/-- Completing the square: for `b ≠ 0` the Boltzmann factor splits into a Gaussian in `x` and
a displaced Gaussian in `y`. -/
theorem boltzmann_split (β a c x y : ℝ) {b : ℝ} (hb : b ≠ 0) :
    Real.exp (-β * pairEnergy a b c (x, y)) =
      Real.exp (-(β * (a ^ 2 - c ^ 2 / b ^ 2) / 2) * x ^ 2) *
        Real.exp (-(β * b ^ 2 / 2) * (y + c * x / b ^ 2) ^ 2) := by
  rw [← Real.exp_add]
  congr 1
  simp only [pairEnergy]
  field_simp
  ring
```

## (b) Integrating out the second oscillator

For $\beta>0$ and $b\neq0$, show that at each fixed $x$ the integral over $y$ converges, with

$$\int_{-\infty}^{\infty}e^{-\beta V(x,y)}\,dy=\sqrt{\frac{2\pi}{\beta b^2}}\;e^{-\beta(a^2-c^2/b^2)x^2/2}.$$

**Solution.** The first factor in (a) does not depend on $y$. In the second, substitute $z=y+cx/b^2$, which leaves the range unchanged, and use $\int e^{-\lambda z^2}dz=\sqrt{\pi/\lambda}$ with $\lambda=\beta b^2/2>0$. The first oscillator keeps the effective stiffness $\kappa=a^2-c^2/b^2$.

The theorem states convergence (`Integrable`) and the value together. The substitution is `hshift`, and `integral_gaussian` supplies the Gaussian formula.

```lean
/-- Integrating out the second oscillator (`β > 0`, `b ≠ 0`) converges and leaves the first one
with the stiffness `a² - c²/b²`. -/
theorem integrate_out {β b : ℝ} (a c x : ℝ) (hβ : 0 < β) (hb : b ≠ 0) :
    Integrable (fun y : ℝ => Real.exp (-β * pairEnergy a b c (x, y))) ∧
    ∫ y : ℝ, Real.exp (-β * pairEnergy a b c (x, y)) =
      Real.sqrt (2 * π / (β * b ^ 2)) *
        Real.exp (-(β * (a ^ 2 - c ^ 2 / b ^ 2) / 2) * x ^ 2) := by
  have hpos : 0 < β * b ^ 2 / 2 := by positivity
  simp only [boltzmann_split β a c x _ hb]
  refine ⟨((integrable_exp_neg_mul_sq hpos).comp_add_right (c * x / b ^ 2)).const_mul _, ?_⟩
  -- the displacement of the Gaussian does not change its integral
  have hshift : ∫ y : ℝ, Real.exp (-(β * b ^ 2 / 2) * (y + c * x / b ^ 2) ^ 2) =
      ∫ y : ℝ, Real.exp (-(β * b ^ 2 / 2) * y ^ 2) :=
    integral_add_right_eq_self (fun y : ℝ => Real.exp (-(β * b ^ 2 / 2) * y ^ 2)) _
  have harg : π / (β * b ^ 2 / 2) = 2 * π / (β * b ^ 2) := by
    rw [div_div_eq_mul_div, mul_comm π 2]
  rw [integral_const_mul, hshift, integral_gaussian, harg, mul_comm]
```

## (c) The stability condition

For $\beta>0$ and $b\neq0$, show that the configuration integral converges exactly when

$$c^2<a^2b^2.$$

**Solution.** The integrand is positive, so by Tonelli's theorem the double integral is finite exactly when the iterated one is. By (b), the latter is a positive constant times $\int e^{-\beta\kappa x^2/2}dx$. This is finite for $\kappa>0$; for $\kappa=0$ the integrand is constant, and for $\kappa<0$ it grows. Multiplying $\kappa>0$ by $b^2$ gives the condition. Physically, it says that the energy has a strict minimum at the origin.

In Lean, `integrable_prod_iff` reduces the question to the slices at fixed $x$ and their integrals. `hin` inserts the result of (b), and `hstiff` translates $\kappa>0$ into the stated inequality.

```lean
/-- For `β > 0` and `b ≠ 0` the configuration integral converges exactly when `c² < a²b²`. -/
theorem integrable_iff_stable {β b : ℝ} (a c : ℝ) (hβ : 0 < β) (hb : b ≠ 0) :
    Integrable (fun p : ℝ × ℝ => Real.exp (-β * pairEnergy a b c p)) ↔
      c ^ 2 < a ^ 2 * b ^ 2 := by
  have hm : AEStronglyMeasurable (fun p : ℝ × ℝ => Real.exp (-β * pairEnergy a b c p))
      ((volume : Measure ℝ).prod volume) := by
    apply Continuous.aestronglyMeasurable
    unfold pairEnergy
    fun_prop
  have hin : ∀ x : ℝ, ∫ y : ℝ, ‖Real.exp (-β * pairEnergy a b c (x, y))‖ =
      Real.sqrt (2 * π / (β * b ^ 2)) *
        Real.exp (-(β * (a ^ 2 - c ^ 2 / b ^ 2) / 2) * x ^ 2) := by
    intro x
    simp only [Real.norm_eq_abs, Real.abs_exp]
    exact (integrate_out a c x hβ hb).2
  have hs : Real.sqrt (2 * π / (β * b ^ 2)) ≠ 0 := by positivity
  -- the remaining Gaussian converges iff the softened stiffness is positive
  have hstiff : 0 < β * (a ^ 2 - c ^ 2 / b ^ 2) / 2 ↔ c ^ 2 < a ^ 2 * b ^ 2 := by
    have hb2 : 0 < b ^ 2 := by positivity
    rw [← div_lt_iff₀ hb2]
    constructor
    · intro h
      have h' : 0 < β * (a ^ 2 - c ^ 2 / b ^ 2) := by linarith
      exact sub_pos.1 ((mul_pos_iff_of_pos_left hβ).1 h')
    · intro h
      have h' := mul_pos hβ (sub_pos.2 h)
      linarith
  rw [Measure.volume_eq_prod, integrable_prod_iff hm]
  simp only [hin]
  rw [integrable_const_mul_iff (isUnit_iff_ne_zero.2 hs), integrable_exp_neg_mul_sq_iff, hstiff]
  exact ⟨fun h => h.2, fun h =>
    ⟨Filter.Eventually.of_forall fun x => (integrate_out a c x hβ hb).1, h⟩⟩
```

## (d) The value of the configuration integral

For $\beta>0$ and $c^2<a^2b^2$, show that

$$Z(c)=\frac{2\pi}{\beta\sqrt{a^2b^2-c^2}}.$$

**Solution.** The condition excludes $b=0$, which would give $c^2<0$, so (b) and (c) apply. Integrating the result of (b) over $x$ gives
$$Z(c)=\sqrt{\frac{2\pi}{\beta b^2}}\sqrt{\frac{2\pi}{\beta\kappa}}=\frac{2\pi}{\beta\sqrt{b^2\kappa}},\qquad b^2\kappa=a^2b^2-c^2.$$

The signs of $a$ and $b$ are free, since only their squares enter. Lean assigns the value zero to a divergent integral, so the theorem also states integrability. Its proof uses Fubini (`integral_prod`), and `key` simplifies the product under the root.

```lean
/-- For `β > 0` and `c² < a²b²` the configuration integral converges and equals
`2π / (β √(a²b² - c²))`. -/
theorem configIntegral_eq {β a b c : ℝ} (hβ : 0 < β) (h : c ^ 2 < a ^ 2 * b ^ 2) :
    Integrable (fun p : ℝ × ℝ => Real.exp (-β * pairEnergy a b c p)) ∧
    configIntegral β a b c = 2 * π / (β * Real.sqrt (a ^ 2 * b ^ 2 - c ^ 2)) := by
  have hb : b ≠ 0 := by
    rintro rfl
    nlinarith [sq_nonneg c]
  have hI := (integrable_iff_stable a c hβ hb).2 h
  refine ⟨hI, ?_⟩
  have hD : 0 < a ^ 2 * b ^ 2 - c ^ 2 := sub_pos.2 h
  have hstiff : a ^ 2 - c ^ 2 / b ^ 2 = (a ^ 2 * b ^ 2 - c ^ 2) / b ^ 2 := by
    rw [sub_div, mul_div_cancel_right₀ _ (pow_ne_zero 2 hb)]
  have key : ∀ D : ℝ, 0 < D →
      2 * π / (β * b ^ 2) * (π / (β * (D / b ^ 2) / 2)) = (2 * π / β) ^ 2 / D := by
    intro D hD
    field_simp
  have h1 : 0 ≤ 2 * π / (β * b ^ 2) := by positivity
  have h2 : 0 ≤ 2 * π / β := by positivity
  unfold configIntegral
  -- Fubini, then the two Gaussian integrals
  rw [Measure.volume_eq_prod, integral_prod _ hI]
  simp only [fun x => (integrate_out a c x hβ hb).2]
  rw [integral_const_mul, integral_gaussian, ← Real.sqrt_mul h1, hstiff, key _ hD,
    Real.sqrt_div (sq_nonneg _), Real.sqrt_sq h2, div_div]
```

## (e) The free-energy shift and its bound

Under the same conditions, show that

$$F(c)-F(0)=\frac{1}{2\beta}\ln\left(1-\frac{c^2}{a^2b^2}\right)\le-\frac{c^2}{2\beta a^2b^2}.$$

**Solution.** The prefactor $2\pi/\beta$ cancels in the ratio:
$$F(c)-F(0)=-\frac1\beta\ln\frac{Z(c)}{Z(0)}=-\frac1\beta\ln\sqrt{\frac{a^2b^2}{a^2b^2-c^2}},$$
which is the stated logarithm. The bound follows from $\ln u\le u-1$ with $u=1-c^2/(a^2b^2)>0$. The right-hand side is the second-order term, so the full shift is at least as negative; at $c=0$ both vanish.

In Lean, `hlog` takes the logarithm of (d) for any stable coupling and is used at $c$ and at $0$. The bound comes from `Real.log_le_sub_one_of_pos`.

```lean
/-- For `β > 0` and `c² < a²b²`, switching on the coupling shifts the free energy by
`log(1 - c²/(a²b²)) / (2β)`, which is at most `-c²/(2βa²b²)`. -/
theorem freeEnergy_shift {β a b c : ℝ} (hβ : 0 < β) (h : c ^ 2 < a ^ 2 * b ^ 2) :
    freeEnergy β (configIntegral β a b c) - freeEnergy β (configIntegral β a b 0) =
      Real.log (1 - c ^ 2 / (a ^ 2 * b ^ 2)) / (2 * β) ∧
    Real.log (1 - c ^ 2 / (a ^ 2 * b ^ 2)) / (2 * β) ≤ -c ^ 2 / (2 * β * a ^ 2 * b ^ 2) := by
  have hab : 0 < a ^ 2 * b ^ 2 := lt_of_le_of_lt (sq_nonneg c) h
  have hlog : ∀ d : ℝ, d ^ 2 < a ^ 2 * b ^ 2 → Real.log (configIntegral β a b d) =
      Real.log (2 * π / β) - Real.log (a ^ 2 * b ^ 2 - d ^ 2) / 2 := by
    intro d hd
    have hs := Real.sqrt_pos.2 (sub_pos.2 hd)
    have hp : 2 * π / β ≠ 0 := by positivity
    rw [(configIntegral_eq hβ hd).2, ← div_div, Real.log_div hp hs.ne',
      Real.log_sqrt (sub_pos.2 hd).le]
  have hu : 1 - c ^ 2 / (a ^ 2 * b ^ 2) = (a ^ 2 * b ^ 2 - c ^ 2) / (a ^ 2 * b ^ 2) := by
    rw [sub_div, div_self hab.ne']
  constructor
  · have h0 : (0 : ℝ) ^ 2 < a ^ 2 * b ^ 2 := by simpa using hab
    have hz : a ^ 2 * b ^ 2 - (0 : ℝ) ^ 2 = a ^ 2 * b ^ 2 := by ring
    unfold freeEnergy
    rw [hlog c h, hlog 0 h0, hz, hu, Real.log_div (sub_pos.2 h).ne' hab.ne']
    ring
  · have hpos : 0 < 1 - c ^ 2 / (a ^ 2 * b ^ 2) := hu ▸ div_pos (sub_pos.2 h) hab
    have hle := Real.log_le_sub_one_of_pos hpos
    calc Real.log (1 - c ^ 2 / (a ^ 2 * b ^ 2)) / (2 * β)
        ≤ (-(c ^ 2 / (a ^ 2 * b ^ 2))) / (2 * β) := by
          gcongr
          linarith
      _ = -c ^ 2 / (2 * β * a ^ 2 * b ^ 2) := by ring
```

## (f) Two polarisable particles as three oscillator pairs

Two isotropic particles with polarisabilities $\alpha_1,\alpha_2>0$ carry fluctuating dipoles $\mathbf p$ and $\mathbf q$. Creating them costs $|\mathbf p|^2/(2\alpha_1)+|\mathbf q|^2/(2\alpha_2)$. With the particles separated along the third axis, their interaction is $k(\mathbf p\cdot\mathbf q-3p_3q_3)$, where $k=1/R^3$ at distance $R$ in Gaussian units.

In the Lean energy, `u` groups the components by axis: `u.1` is $(p_1,q_1)$, `u.2.1` is $(p_2,q_2)$ and `u.2.2` is $(p_3,q_3)$.

```lean
/-- Energy of two induced dipoles with polarisabilities `α₁, α₂ ≠ 0` and dipole coupling `k`
along the third axis; `u` lists the pairs of dipole components axis by axis. -/
def dipoleEnergy (α₁ α₂ k : ℝ) (u : (ℝ × ℝ) × (ℝ × ℝ) × (ℝ × ℝ)) : ℝ :=
  (u.1.1 ^ 2 + u.2.1.1 ^ 2 + u.2.2.1 ^ 2) / (2 * α₁) +
  (u.1.2 ^ 2 + u.2.1.2 ^ 2 + u.2.2.2 ^ 2) / (2 * α₂) +
  k * (u.1.1 * u.1.2 + u.2.1.1 * u.2.1.2 + u.2.2.1 * u.2.2.2 - 3 * u.2.2.1 * u.2.2.2)
```

Let $Z_6(k)$ be the integral over all six components.

```lean
/-- Configuration integral over all six dipole components. -/
def dipoleIntegral (β α₁ α₂ k : ℝ) : ℝ :=
  ∫ u : (ℝ × ℝ) × (ℝ × ℝ) × (ℝ × ℝ), Real.exp (-β * dipoleEnergy α₁ α₂ k u)
```

Show that, with $a^2=1/\alpha_1$ and $b^2=1/\alpha_2$ in $Z$,

$$Z_6(k)=Z(k)\,Z(k)\,Z(-2k).$$

**Solution.** No term mixes different axes. Each transverse axis has the pair energy with $c=k$; the third has $c=k-3k=-2k$. The Boltzmann factor is therefore a product of three positive functions of separate variables, and its integral factorises.

In Lean, `hsplit` is the factorisation of the integrand, and `integral_prod_mul` is applied twice. The stiffness parameters appear as `Real.sqrt (1 / α₁)` and `Real.sqrt (1 / α₂)`, because `pairEnergy` squares them.

```lean
/-- For positive polarisabilities the six-dimensional integral is a product of three pair
integrals, with couplings `k`, `k` and `-2k`. -/
theorem dipoleIntegral_factor (β k : ℝ) {α₁ α₂ : ℝ} (h₁ : 0 < α₁) (h₂ : 0 < α₂) :
    dipoleIntegral β α₁ α₂ k =
      configIntegral β (Real.sqrt (1 / α₁)) (Real.sqrt (1 / α₂)) k *
      (configIntegral β (Real.sqrt (1 / α₁)) (Real.sqrt (1 / α₂)) k *
        configIntegral β (Real.sqrt (1 / α₁)) (Real.sqrt (1 / α₂)) (-2 * k)) := by
  have hs₁ : 0 ≤ 1 / α₁ := by positivity
  have hs₂ : 0 ≤ 1 / α₂ := by positivity
  let f : ℝ → ℝ × ℝ → ℝ := fun c p =>
    Real.exp (-β * pairEnergy (Real.sqrt (1 / α₁)) (Real.sqrt (1 / α₂)) c p)
  have hsplit : ∀ u : (ℝ × ℝ) × (ℝ × ℝ) × (ℝ × ℝ),
      Real.exp (-β * dipoleEnergy α₁ α₂ k u) = f k u.1 * (f k u.2.1 * f (-2 * k) u.2.2) := by
    intro u
    simp only [f]
    rw [← Real.exp_add, ← Real.exp_add]
    congr 1
    simp only [dipoleEnergy, pairEnergy, Real.sq_sqrt hs₁, Real.sq_sqrt hs₂]
    ring
  unfold dipoleIntegral
  simp only [hsplit]
  exact (integral_prod_mul (μ := volume) (ν := volume) (f k)
    (fun v : (ℝ × ℝ) × (ℝ × ℝ) => f k v.1 * f (-2 * k) v.2)).trans
    (congrArg (fun z => (∫ p, f k p) * z)
      (integral_prod_mul (μ := volume) (ν := volume) (f k) (f (-2 * k))))
```

## (g) The shift for the dipole pair

Write $F_6=-\ln Z_6/\beta$. For $\beta>0$ and $4\alpha_1\alpha_2k^2<1$, show that

$$F_6(k)-F_6(0)=\frac{2\ln(1-\alpha_1\alpha_2k^2)+\ln(1-4\alpha_1\alpha_2k^2)}{2\beta}.$$

**Solution.** Here $a^2b^2=1/(\alpha_1\alpha_2)$. The hypothesis is the stability condition for the coupling $-2k$, and it implies the one for $k$. The logarithm turns the product in (f) into a sum, and (e) gives each axis its term.

In Lean, `hst` establishes stability and `hne` shows that each factor is nonzero, so that `hadd` may add free energies. The last line adds twice the transverse shift `e1` to the longitudinal shift `e2`.

```lean
/-- Exact free-energy shift of two polarisable particles with dipole coupling `k`, for positive
`β`, `α₁`, `α₂` and `4α₁α₂k² < 1`. -/
theorem dipole_shift {β α₁ α₂ k : ℝ} (hβ : 0 < β) (h₁ : 0 < α₁) (h₂ : 0 < α₂)
    (h : 4 * α₁ * α₂ * k ^ 2 < 1) :
    freeEnergy β (dipoleIntegral β α₁ α₂ k) - freeEnergy β (dipoleIntegral β α₁ α₂ 0) =
      (2 * Real.log (1 - α₁ * α₂ * k ^ 2) + Real.log (1 - 4 * α₁ * α₂ * k ^ 2)) / (2 * β) := by
  have hα : 0 < α₁ * α₂ := mul_pos h₁ h₂
  have hx : 0 ≤ α₁ * α₂ * k ^ 2 := by positivity
  have hs₁ : 0 ≤ 1 / α₁ := by positivity
  have hs₂ : 0 ≤ 1 / α₂ := by positivity
  have he : Real.sqrt (1 / α₁) ^ 2 * Real.sqrt (1 / α₂) ^ 2 = 1 / (α₁ * α₂) := by
    rw [Real.sq_sqrt hs₁, Real.sq_sqrt hs₂]
    ring
  have hst : ∀ c : ℝ, c ^ 2 * (α₁ * α₂) < 1 →
      c ^ 2 < Real.sqrt (1 / α₁) ^ 2 * Real.sqrt (1 / α₂) ^ 2 := by
    intro c hc
    rw [he]
    exact (lt_div_iff₀ hα).2 hc
  have hne : ∀ c : ℝ, c ^ 2 * (α₁ * α₂) < 1 →
      configIntegral β (Real.sqrt (1 / α₁)) (Real.sqrt (1 / α₂)) c ≠ 0 := by
    intro c hc
    have hs := Real.sqrt_pos.2 (sub_pos.2 (hst c hc))
    rw [(configIntegral_eq hβ (hst c hc)).2]
    exact (div_pos (by positivity) (mul_pos hβ hs)).ne'
  have hadd : ∀ x y : ℝ, x ≠ 0 → y ≠ 0 →
      freeEnergy β (x * y) = freeEnergy β x + freeEnergy β y := by
    intro x y hx hy
    unfold freeEnergy
    rw [Real.log_mul hx hy]
    ring
  have hk : k ^ 2 * (α₁ * α₂) < 1 := by linarith
  have hk2 : (-2 * k) ^ 2 * (α₁ * α₂) < 1 := by linarith
  have h0 : (0 : ℝ) ^ 2 * (α₁ * α₂) < 1 := by norm_num
  -- free energies of the three axes add
  have e1 := (freeEnergy_shift hβ (hst k hk)).1
  have e2 := (freeEnergy_shift hβ (hst (-2 * k) hk2)).1
  have r1 : k ^ 2 / (1 / (α₁ * α₂)) = α₁ * α₂ * k ^ 2 := by
    rw [div_div_eq_mul_div, div_one, mul_comm]
  have r2 : (-2 * k) ^ 2 / (1 / (α₁ * α₂)) = 4 * α₁ * α₂ * k ^ 2 := by
    rw [div_div_eq_mul_div, div_one]
    ring
  rw [he, r1] at e1
  rw [he, r2] at e2
  rw [dipoleIntegral_factor β k h₁ h₂, dipoleIntegral_factor β 0 h₁ h₂, mul_zero,
    hadd _ _ (hne k hk) (mul_ne_zero (hne k hk) (hne _ hk2)), hadd _ _ (hne k hk) (hne _ hk2),
    hadd _ _ (hne 0 h0) (mul_ne_zero (hne 0 h0) (hne 0 h0)), hadd _ _ (hne 0 h0) (hne 0 h0)]
  linear_combination 2 * e1 + e2
```

## (h) The thermal attraction at distance $R$

For $\beta>0$ and $4\alpha_1\alpha_2<R^6$, show that

$$F_6(1/R^3)-F_6(0)\le-\frac{3\alpha_1\alpha_2}{\beta R^6}.$$

**Solution.** Put $s=\alpha_1\alpha_2/R^6$, so that $4s<1$. Applying $\ln u\le u-1$ to both logarithms in (g) bounds the numerator by $-2s-4s=-6s$. Division by $2\beta$ gives $-3s/\beta$.

The distance condition keeps the particles outside the polarisation catastrophe, where point dipoles enhance each other without limit. The model is an isolated pair of undamped, linearly polarisable point dipoles with classical fluctuations thermalised at $\beta$. It describes a pair of classical Drude oscillators, which are charges on springs, only approximately, when their displacements are small compared with $R$. Treating the dipole fluctuations as classical is justified when $\hbar\omega\ll k_BT$ for their frequencies $\omega$. Electronic fluctuations usually violate this, and London's dispersion energy, which comes from their zero-point motion, is not the quantity computed here.

The Lean proof inserts $k=1/R^3$ into (g); `l1` and `l2` are the two logarithmic bounds.

```lean
/-- Thermal van der Waals attraction: for positive `β`, `α₁`, `α₂` and `4α₁α₂ < R⁶`, the dipole
coupling `1/R³` lowers the free energy by at least `3α₁α₂/(βR⁶)`. -/
theorem thermal_van_der_waals {β α₁ α₂ R : ℝ} (hβ : 0 < β) (h₁ : 0 < α₁) (h₂ : 0 < α₂)
    (h : 4 * α₁ * α₂ < R ^ 6) :
    freeEnergy β (dipoleIntegral β α₁ α₂ (1 / R ^ 3)) -
      freeEnergy β (dipoleIntegral β α₁ α₂ 0) ≤ -(3 * α₁ * α₂) / (β * R ^ 6) := by
  have hR : 0 < R ^ 6 := lt_trans (by positivity) h
  have hk : (1 / R ^ 3) ^ 2 = 1 / R ^ 6 := by ring
  have hc : 4 * α₁ * α₂ * (1 / R ^ 6) < 1 := by
    rw [mul_one_div]
    exact (div_lt_one hR).2 h
  have hx : 0 < α₁ * α₂ * (1 / R ^ 6) := by positivity
  rw [dipole_shift hβ h₁ h₂ (by rw [hk]; exact hc), hk]
  have l1 := Real.log_le_sub_one_of_pos
    (show 0 < 1 - α₁ * α₂ * (1 / R ^ 6) by linarith)
  have l2 := Real.log_le_sub_one_of_pos
    (show 0 < 1 - 4 * α₁ * α₂ * (1 / R ^ 6) by linarith)
  calc _ ≤ (-6 * (α₁ * α₂ * (1 / R ^ 6))) / (2 * β) := by
        apply div_le_div_of_nonneg_right _ (by positivity)
        linarith
    _ = -(3 * α₁ * α₂) / (β * R ^ 6) := by ring

end

end ThermalOscillatorPair
```

```lean
#print axioms ThermalOscillatorPair.thermal_van_der_waals
-- 'ThermalOscillatorPair.thermal_van_der_waals' depends on axioms: [propext, Classical.choice, Quot.sound]
```
